# Invariant sectors of a normal matrix decouple

Let $N$ and $P$ be complex square matrices of the same finite size, with $N$ normal, $NN^\dagger = N^\dagger N$, and $P$ an orthogonal projection, $P^\dagger = P$ and $P^2 = P$. If $NP = PNP$, then $PN = NP$. In terms of vectors: if $N$ maps the sector $S = \{v : Pv = v\}$ into itself, it also maps the orthogonal complement $S^\perp$ into itself. A Hermitian Hamiltonian matrix or a unitary propagator matrix in a finite orthonormal basis that carries no amplitude out of a sector carries none into it, and the two diagonal blocks can be treated separately.

## Derivation

Put $Q = 1 - P$. It is Hermitian, and $Q^2 = 1 - 2P + P^2 = Q$. The matrix splits as $N = PNP + PNQ + QNP + QNQ$, with the off-diagonal blocks
$$B = PNQ \quad (\text{inflow}), \qquad C = QNP \quad (\text{outflow}).$$
For Hermitian $N$ one has $B = C^\dagger$, so one block vanishes with the other. For a general normal matrix the blocks are compared through the squared Hilbert–Schmidt norm
$$\|A\|^2 = \sum_{i,j} |A_{ij}|^2 = \sum_j \sum_i \overline{A_{ij}}\, A_{ij} = \operatorname{tr}(A^\dagger A),$$
a sum of non-negative terms that vanishes only for $A = 0$.

For arbitrary matrices $X$ and $Y$, the relations $Q^2 = Q$, cyclicity of the trace, $P^2 = P$ and $Q = 1 - P$, used in this order, give
$$\operatorname{tr}(PXQ\,QYP) = \operatorname{tr}(PXQYP) = \operatorname{tr}(PPXQY) = \operatorname{tr}(PXQY) = \operatorname{tr}(PXY) - \operatorname{tr}(PXPY).$$
With $B^\dagger = QN^\dagger P$ and $C^\dagger = PN^\dagger Q$,
$$\|B\|^2 = \operatorname{tr}(BB^\dagger) = \operatorname{tr}(PNN^\dagger) - \operatorname{tr}(PN\,PN^\dagger), \qquad \|C\|^2 = \operatorname{tr}(C^\dagger C) = \operatorname{tr}(PN^\dagger N) - \operatorname{tr}(PN^\dagger\,PN).$$
The two subtracted traces are equal by cyclicity. Writing $D = NN^\dagger - N^\dagger N$ for the self-commutator, every $N$, normal or not, satisfies
$$\|B\|^2 - \|C\|^2 = \operatorname{tr}(PD).$$

Now let $N$ be normal, so that $D = 0$ and $\|B\| = \|C\|$. The hypothesis $NP = PNP$ says $C = NP - PNP = 0$. Then $\|B\|^2 = 0$, so $B = PN - PNP = 0$, and $PN = PNP = NP$.

The balance $\|B\| = \|C\|$ for all orthogonal projections characterises normality. For a vector $x \neq 0$ put $c = x^\dagger x > 0$ and $P_x = xx^\dagger / c$, the projection onto the unit vector $x/\sqrt{c}$. It is Hermitian, and $P_x^2 = x(x^\dagger x)x^\dagger/c^2 = P_x$. Balance for $P_x$ gives $0 = \operatorname{tr}(P_x D) = x^\dagger D x / c$. All expectation values of the Hermitian matrix $D$ therefore vanish; taking $x$ to be an eigenvector shows that every eigenvalue is zero, so $D = 0$.

For the vector form, suppose $N$ maps $S$ into $S$. For any $x$ the vector $Px$ lies in $S$ because $P^2 = P$, so $PNPx = NPx$, which is $NP = PNP$. Hence $PN = NP$, and the adjoint of this equation is $N^\dagger P = PN^\dagger$. For $v \in S$ it follows that $PN^\dagger v = N^\dagger P v = N^\dagger v$, so $N^\dagger v \in S$. For $w \in S^\perp$ this gives $v^\dagger N w = (N^\dagger v)^\dagger w = 0$ for all $v \in S$, that is, $Nw \in S^\perp$.

## Formal development

### Objects and conventions

In Lean 4 with Mathlib:

```lean
import Mathlib

open Matrix
open scoped ComplexOrder

namespace NormalSectorDecoupling

noncomputable section

variable {n : Type*} [Fintype n] [DecidableEq n]
```

The basis states are labelled by a finite type `n`. A state is a column `n → ℂ`, an operator is a `Matrix n n ℂ`, and the adjoint is the conjugate transpose, written `Pᴴ`, which fixes the basis as orthonormal. All sizes are allowed, including the empty index set and size one, where the only projections are $0$ and $1$. `ComplexOrder` supplies the order in which $0 \le z$ means that $z$ is real and non-negative; positive semidefiniteness needs it below.

```lean
/-- An orthogonal projection: a Hermitian idempotent matrix. -/
structure IsOrthProj (P : Matrix n n ℂ) : Prop where
  herm : Pᴴ = P
  idem : P * P = P

/-- A matrix is normal if it commutes with its adjoint. -/
def IsNormal (N : Matrix n n ℂ) : Prop := N * Nᴴ = Nᴴ * N
```

These are the conditions that the claim places on $P$ and on $N$ separately; the invariance $NP = PNP$ is a further hypothesis. Hermitian and unitary matrices are special cases of `IsNormal`.

```lean
/-- Squared Hilbert-Schmidt norm: the sum of the squared moduli of all entries. -/
def hsSq (A : Matrix n n ℂ) : ℝ := ∑ i, ∑ j, Complex.normSq (A i j)

/-- The off-diagonal block `P N (1 - P)`, coupling the complement into the sector. -/
def inflow (P N : Matrix n n ℂ) : Matrix n n ℂ := P * N * (1 - P)

/-- The off-diagonal block `(1 - P) N P`, coupling the sector into the complement. -/
def outflow (P N : Matrix n n ℂ) : Matrix n n ℂ := (1 - P) * N * P
```

`hsSq A` is the real number $\|A\|^2$, since `Complex.normSq` is the squared modulus. `inflow P N` is $B$ and `outflow P N` is $C$, with $Q$ always spelled `1 - P`.

```lean
/-- The sector of `P`: the vectors left unchanged by `P`. -/
def sector (P : Matrix n n ℂ) : Set (n → ℂ) := {v | P *ᵥ v = v}

/-- The vectors orthogonal to every vector of `S`. -/
def orthComplement (S : Set (n → ℂ)) : Set (n → ℂ) := {w | ∀ v ∈ S, star v ⬝ᵥ w = 0}
```

`sector P` is $S$, where `P *ᵥ v` is the product $Pv$. In `orthComplement`, the expression `star v ⬝ᵥ w` is $\sum_i \overline{v_i} w_i = \langle v | w \rangle$, antilinear in the first slot.

The sector is always specified by a given projection. One could instead take an abstract subspace of a finite-dimensional inner product space, a linear map and its adjoint. The statement would then be free of a basis and would apply directly to any subspace, at the price of constructing the projection inside the proof before the trace identity can be used. Finite dimension matters in either version: the shift $e_k \mapsto e_{k+1}$ on an infinite chain with orthonormal basis $e_k$, $k \in \mathbb{Z}$, is unitary and preserves the closed span of the $e_k$ with $k \ge 0$, yet sends $e_{-1}$ into it.

### The norm and the trace identity

```lean
omit [DecidableEq n] in
/-- The squared Hilbert-Schmidt norm equals `tr (A† A)`. -/
theorem hsSq_eq_trace (A : Matrix n n ℂ) : (hsSq A : ℂ) = trace (Aᴴ * A) := by
  simp only [hsSq, trace, diag_apply, mul_apply, conjTranspose_apply, Complex.ofReal_sum,
    Complex.normSq_eq_conj_mul_self]
  rw [Finset.sum_comm]
  rfl
```

Unfolding both sides gives double sums of $\overline{A_{ij}}A_{ij}$ in opposite order, and `Finset.sum_comm` exchanges them.

```lean
omit [DecidableEq n] in
/-- The squared Hilbert-Schmidt norm vanishes exactly for the zero matrix. -/
theorem hsSq_eq_zero_iff (A : Matrix n n ℂ) : hsSq A = 0 ↔ A = 0 := by
  constructor
  · intro h
    ext i j
    have h1 := (Finset.sum_eq_zero_iff_of_nonneg (fun i _ =>
      Finset.sum_nonneg fun j _ => Complex.normSq_nonneg (A i j))).1 h i (Finset.mem_univ _)
    have h2 := (Finset.sum_eq_zero_iff_of_nonneg (fun j _ =>
      Complex.normSq_nonneg (A i j))).1 h1 j (Finset.mem_univ _)
    simpa using Complex.normSq_eq_zero.1 h2
  · rintro rfl
    simp [hsSq]
```

`Finset.sum_eq_zero_iff_of_nonneg` is applied first to the sum over rows `i` and then to the sum over columns `j`, leaving $|A_{ij}|^2 = 0$.

```lean
/-- For any matrix `N` and orthogonal projection `P`, the squared norms of the two
off-diagonal blocks differ by `tr (P (N N† - N† N))`. -/
theorem coupling_imbalance {P : Matrix n n ℂ} (hP : IsOrthProj P) (N : Matrix n n ℂ) :
    ((hsSq (inflow P N) - hsSq (outflow P N) : ℝ) : ℂ) = trace (P * (N * Nᴴ - Nᴴ * N)) := by
  have hQ : (1 - P) * (1 - P) = 1 - P := by
    calc (1 - P) * (1 - P) = 1 - P - P + P * P := by noncomm_ring
      _ = 1 - P := by rw [hP.idem]; abel
  -- idempotency and cyclicity collapse the doubled projections
  have key : ∀ X Y : Matrix n n ℂ, trace (P * X * (1 - P) * ((1 - P) * Y * P))
      = trace (P * X * Y) - trace (P * X * (P * Y)) := by
    intro X Y
    have a : P * X * (1 - P) * ((1 - P) * Y * P) = P * X * ((1 - P) * (1 - P)) * Y * P := by
      simp only [mul_assoc]
    have b : P * (P * X * (1 - P) * Y) = P * P * X * (1 - P) * Y := by
      simp only [mul_assoc]
    have c : P * X * (1 - P) * Y = P * X * Y - P * X * (P * Y) := by noncomm_ring
    rw [a, hQ, trace_mul_comm, b, hP.idem, c, trace_sub]
  have e1 : (inflow P N)ᴴ = (1 - P) * Nᴴ * P := by
    simp only [inflow, conjTranspose_mul, conjTranspose_sub, conjTranspose_one, hP.herm,
      mul_assoc]
  have e2 : (outflow P N)ᴴ = P * Nᴴ * (1 - P) := by
    simp only [outflow, conjTranspose_mul, conjTranspose_sub, conjTranspose_one, hP.herm,
      mul_assoc]
  have t1 : (hsSq (inflow P N) : ℂ) = trace (P * N * Nᴴ) - trace (P * N * (P * Nᴴ)) := by
    rw [hsSq_eq_trace, trace_mul_comm, e1]
    exact key N Nᴴ
  have t2 : (hsSq (outflow P N) : ℂ) = trace (P * Nᴴ * N) - trace (P * Nᴴ * (P * N)) := by
    rw [hsSq_eq_trace, e2]
    exact key Nᴴ N
  -- the contributions of the diagonal block cancel
  have cyc : trace (P * N * (P * Nᴴ)) = trace (P * Nᴴ * (P * N)) := trace_mul_comm _ _
  have d : P * (N * Nᴴ - Nᴴ * N) = P * N * Nᴴ - P * Nᴴ * N := by noncomm_ring
  rw [Complex.ofReal_sub, t1, t2, cyc, d, trace_sub]
  ring
```

The statement is $\|B\|^2 - \|C\|^2 = \operatorname{tr}(PD)$ as an equation in $\mathbb{C}$, with the real left side embedded; `N` is arbitrary. `hQ` is $Q^2 = Q$, and `key` is the chain of traces for general $X$, $Y$, rewritten in the same order as above. `e1` and `e2` compute $B^\dagger$ and $C^\dagger$. In `t1` an extra `trace_mul_comm` turns $\operatorname{tr}(B^\dagger B)$ into $\operatorname{tr}(BB^\dagger)$, so that `key N Nᴴ` applies, while `t2` uses `key Nᴴ N` directly. `cyc` equates the two subtracted traces.

### Normality as balance

```lean
/-- A matrix is normal if and only if, for every orthogonal projection, its two
off-diagonal blocks have the same Hilbert-Schmidt norm. -/
theorem normal_iff_balanced (N : Matrix n n ℂ) :
    IsNormal N ↔ ∀ P, IsOrthProj P → hsSq (inflow P N) = hsSq (outflow P N) := by
  constructor
  · intro hN P hP
    have h := coupling_imbalance hP N
    rw [show N * Nᴴ = Nᴴ * N from hN, sub_self, mul_zero, trace_zero] at h
    exact sub_eq_zero.1 (Complex.ofReal_eq_zero.1 h)
  · intro h
    -- rank-one projections probe the expectation values of the self-commutator
    have hx : ∀ x : n → ℂ, star x ⬝ᵥ (N * Nᴴ - Nᴴ * N) *ᵥ x = 0 := by
      intro x
      by_cases h0 : x = 0
      · simp [h0]
      obtain ⟨c, hc⟩ : ∃ c, c = star x ⬝ᵥ x := ⟨_, rfl⟩
      have hc0 : c ≠ 0 := fun hz => h0 (dotProduct_star_self_eq_zero.1 (hc.symm.trans hz))
      have hcs : star c = c := by
        rw [hc]
        exact (Matrix.star_dotProduct x x).symm
      have hV : vecMulVec x (star x) * vecMulVec x (star x)
          = (star x ⬝ᵥ x) • vecMulVec x (star x) := by
        ext i j
        simp only [mul_apply, vecMulVec_apply, Matrix.smul_apply, smul_eq_mul, dotProduct,
          Finset.sum_mul]
        exact Finset.sum_congr rfl fun k _ => by ring
      have hP : IsOrthProj (c⁻¹ • vecMulVec x (star x)) := by
        constructor
        · ext i j
          simp only [conjTranspose_apply, Matrix.smul_apply, vecMulVec_apply, Pi.star_apply,
            smul_eq_mul, star_mul', star_inv₀, star_star, hcs]
          ring
        · rw [Matrix.smul_mul, Matrix.mul_smul, hV, ← hc, smul_smul c⁻¹ c,
            inv_mul_cancel₀ hc0, one_smul]
      have ht : ∀ C : Matrix n n ℂ, trace (vecMulVec x (star x) * C) = star x ⬝ᵥ C *ᵥ x := by
        intro C
        simp only [trace, diag_apply, mul_apply, vecMulVec_apply, dotProduct, mulVec,
          Finset.mul_sum]
        rw [Finset.sum_comm]
        exact Finset.sum_congr rfl fun k _ => Finset.sum_congr rfl fun i _ => by ring
      have hb := coupling_imbalance hP N
      rw [h _ hP, sub_self, Matrix.smul_mul, trace_smul, ht, smul_eq_mul,
        Complex.ofReal_zero] at hb
      exact (mul_eq_zero.1 hb.symm).resolve_left (inv_ne_zero hc0)
    have hH : (N * Nᴴ - Nᴴ * N).IsHermitian := by
      simp [Matrix.IsHermitian, conjTranspose_mul]
    have hpsd : (N * Nᴴ - Nᴴ * N).PosSemidef :=
      PosSemidef.of_dotProduct_mulVec_nonneg hH fun x => (hx x).ge
    refine sub_eq_zero.1 (Matrix.toLin'.injective (LinearMap.ext fun x => ?_))
    rw [toLin'_apply, toLin'_apply, zero_mulVec]
    exact (hpsd.dotProduct_mulVec_zero_iff x).1 (hx x)
```

The theorem reads: $N$ is normal if and only if $\|B\|^2 = \|C\|^2$ for every orthogonal projection. The forward direction sets $D = 0$ in `coupling_imbalance`. In the converse, `hx` states $x^\dagger D x = 0$ for all $x$. After the case $x = 0$, `vecMulVec x (star x)` is $xx^\dagger$, `hc0` and `hcs` say that $c$ is non-zero and real, `hV` is $(xx^\dagger)^2 = c\,xx^\dagger$, `hP` shows that $P_x$ is an orthogonal projection, and `ht` is $\operatorname{tr}(xx^\dagger M) = x^\dagger M x$ for any matrix $M$ (named `C` in the code). The last step avoids eigenvectors. A Hermitian matrix with vanishing expectation values is positive semidefinite (`hpsd`), and for such a matrix $x^\dagger D x = 0$ forces $Dx = 0$. `Matrix.toLin'.injective` identifies matrices that act alike on all vectors.

### Decoupling

```lean
/-- Invariant sectors decouple: if `N` is normal, `P` is an orthogonal projection and
`N P = P N P`, then `P` commutes with `N`. -/
theorem commute_of_invariant {N P : Matrix n n ℂ} (hN : IsNormal N) (hP : IsOrthProj P)
    (h : N * P = P * N * P) : P * N = N * P := by
  have hout : outflow P N = 0 := by
    calc outflow P N = N * P - P * N * P := by unfold outflow; noncomm_ring
      _ = 0 := sub_eq_zero.2 h
  -- no outflow, hence by the trace balance no inflow
  have hin : inflow P N = 0 := by
    rw [← hsSq_eq_zero_iff, (normal_iff_balanced N).1 hN P hP, hsSq_eq_zero_iff]
    exact hout
  have e : inflow P N = P * N - P * N * P := by unfold inflow; noncomm_ring
  rw [h]
  exact sub_eq_zero.1 (e.symm.trans hin)
```

The hypotheses `hN`, `hP` and `h` are normality, orthogonal projection and $NP = PNP$, and the conclusion is $PN = NP$. Invariance of the sector is an assumption; nothing derives it from a symmetry. `hout` is $C = 0$. `hin` converts $B = 0$ into $\|B\|^2 = 0$, replaces $\|B\|^2$ by $\|C\|^2$ using the forward direction of `normal_iff_balanced`, and converts back. The expansion `e`, $B = PN - PNP$, finishes the proof.

```lean
/-- If a normal matrix maps the sector of an orthogonal projection into itself, it also
maps the orthogonal complement of the sector into itself. -/
theorem complement_invariant {N P : Matrix n n ℂ} (hN : IsNormal N) (hP : IsOrthProj P)
    (h : Set.MapsTo N.mulVec (sector P) (sector P)) :
    Set.MapsTo N.mulVec (orthComplement (sector P)) (orthComplement (sector P)) := by
  have h1 : N * P = P * N * P := by
    refine Matrix.toLin'.injective (LinearMap.ext fun x => ?_)
    have hx : P *ᵥ x ∈ sector P := by
      show P *ᵥ (P *ᵥ x) = P *ᵥ x
      rw [mulVec_mulVec, hP.idem]
    have h2 : P *ᵥ (N *ᵥ (P *ᵥ x)) = N *ᵥ (P *ᵥ x) := h hx
    simp only [toLin'_apply, ← mulVec_mulVec]
    exact h2.symm
  have h3 : P * Nᴴ = Nᴴ * P := by
    have h4 := congrArg conjTranspose (commute_of_invariant hN hP h1)
    rw [conjTranspose_mul, conjTranspose_mul, hP.herm] at h4
    exact h4.symm
  intro w hw v hv
  -- the adjoint preserves the sector, so move `N` to the other slot
  have h5 : Nᴴ *ᵥ v ∈ sector P := by
    show P *ᵥ (Nᴴ *ᵥ v) = Nᴴ *ᵥ v
    rw [mulVec_mulVec, h3, ← mulVec_mulVec, show P *ᵥ v = v from hv]
  have h6 := hw _ h5
  rw [star_mulVec, conjTranspose_conjTranspose, ← dotProduct_mulVec] at h6
  exact h6
```

`Set.MapsTo N.mulVec (sector P) (sector P)` says $Nv \in S$ whenever $v \in S$, and the conclusion is the same statement for $S^\perp$. `h1` obtains $NP = PNP$ by testing on vectors, `h3` is the adjoint commutation relation, `h5` is $N^\dagger v \in S$, and the rewriting of `h6` moves $N$ from the bra to the ket.

A neighbouring consequence, argued here on paper only, comes from the rank-one case. If $N$ is normal and $Nx = \lambda x$ with $x \neq 0$, then $NP_x = \lambda P_x = P_x N P_x$, so $N^\dagger$ commutes with $P_x$ and $N^\dagger x = P_x N^\dagger x = x\,(Nx)^\dagger x / c = \overline{\lambda}\, x$.

### Dropping a hypothesis

The examples are $2 \times 2$ matrices with indices $0$ and $1$, and $e_0$, $e_1$ are the basis vectors.

```lean
/-- For the non-normal Jordan block `N` and the projection `P` onto the first axis,
`N P = P N P` holds but `P` and `N` do not commute. -/
theorem jordan_block_not_decoupled :
    let N : Matrix (Fin 2) (Fin 2) ℂ := !![0, 1; 0, 0]
    let P : Matrix (Fin 2) (Fin 2) ℂ := !![1, 0; 0, 0]
    ¬ IsNormal N ∧ IsOrthProj P ∧ N * P = P * N * P ∧ P * N ≠ N * P := by
  intro N P
  refine ⟨fun h => ?_, ⟨?_, ?_⟩, ?_, fun h => ?_⟩
  · have := congrFun (congrFun h 0) 0
    simp [N, mul_apply, conjTranspose_apply, Fin.sum_univ_two] at this
  · ext i j; fin_cases i <;> fin_cases j <;> simp [P, conjTranspose_apply]
  · ext i j; fin_cases i <;> fin_cases j <;> simp [P, mul_apply, Fin.sum_univ_two]
  · ext i j; fin_cases i <;> fin_cases j <;> simp [N, P, mul_apply, Fin.sum_univ_two]
  · have := congrFun (congrFun h 0) 1
    simp [N, P, mul_apply, Fin.sum_univ_two] at this
```

Without normality the conclusion fails. The Jordan block sends $e_0$ to zero and $e_1$ to $e_0$, and $P$ projects onto $e_0$. Then $NP = PNP = 0$, while $PN = N$ has the entry $1$ at position $(0,1)$, which is the entry the proof compares. Non-normality is read off at $(0,0)$, where $NN^\dagger$ has $1$ and $N^\dagger N$ has $0$. The difference of these two entries is $\operatorname{tr}(PD) = 1$, in agreement with $\|B\|^2 = 1$, $\|C\|^2 = 0$. A non-normal effective Hamiltonian in a finite basis can thus be block triangular without being block diagonal.

```lean
/-- For a normal diagonal `N` and a non-Hermitian idempotent `P`, `N P = P N P` holds
but `P` and `N` do not commute. -/
theorem oblique_projection_not_decoupled :
    let N : Matrix (Fin 2) (Fin 2) ℂ := !![1, 0; 0, 0]
    let P : Matrix (Fin 2) (Fin 2) ℂ := !![1, 1; 0, 0]
    IsNormal N ∧ P * P = P ∧ Pᴴ ≠ P ∧ N * P = P * N * P ∧ P * N ≠ N * P := by
  intro N P
  refine ⟨?_, ?_, fun h => ?_, ?_, fun h => ?_⟩
  · unfold IsNormal
    ext i j; fin_cases i <;> fin_cases j <;>
      simp [N, mul_apply, conjTranspose_apply, Fin.sum_univ_two]
  · ext i j; fin_cases i <;> fin_cases j <;> simp [P, mul_apply, Fin.sum_univ_two]
  · have := congrFun (congrFun h 0) 1
    simp [P, conjTranspose_apply] at this
  · ext i j; fin_cases i <;> fin_cases j <;> simp [N, P, mul_apply, Fin.sum_univ_two]
  · have := congrFun (congrFun h 0) 1
    simp [N, P, mul_apply, Fin.sum_univ_two] at this
```

Without $P^\dagger = P$ the conclusion $PN = NP$ fails as well, even for a diagonal $N$. Here $NP = PNP = P$ and $PN = N$, which differ at $(0,1)$. The range of this idempotent is the $e_0$ axis, but its kernel is spanned by $(e_0 - e_1)/\sqrt{2}$, which is not orthogonal to the range and which $N$ sends to $e_0/\sqrt{2}$. What fails is the invariance of the kernel; the orthogonal complement of the range, the $e_1$ axis, is still mapped into itself, since $Ne_1 = 0$.

The final theorem gives a case in which all hypotheses of `commute_of_invariant` are met with $N^\dagger \neq N$, $P \neq 0$ and $P \neq 1$. The matrix is $N = (1+i)\,\mathbb{1} + \sigma_x$, with $\sigma_x$ the Pauli matrix exchanging $e_0$ and $e_1$, and $P$ projects onto $(e_0 + e_1)/\sqrt{2}$. On that vector $N$ acts as $2 + i$, and on the orthogonal vector $(e_0 - e_1)/\sqrt{2}$ as $i$. Each equation is checked entry by entry, and each inequality at a single entry.

```lean
/-- A non-Hermitian normal matrix and an orthogonal projection different from `0` and `1`
that satisfy `N P = P N P`. -/
theorem commute_of_invariant_witness :
    let N : Matrix (Fin 2) (Fin 2) ℂ := !![1 + Complex.I, 1; 1, 1 + Complex.I]
    let P : Matrix (Fin 2) (Fin 2) ℂ := !![1 / 2, 1 / 2; 1 / 2, 1 / 2]
    IsNormal N ∧ IsOrthProj P ∧ N * P = P * N * P ∧ Nᴴ ≠ N ∧ P ≠ 0 ∧ P ≠ 1 := by
  intro N P
  refine ⟨?_, ⟨?_, ?_⟩, ?_, fun h => ?_, fun h => ?_, fun h => ?_⟩
  · unfold IsNormal
    ext i j; fin_cases i <;> fin_cases j <;>
      simp [N, mul_apply, conjTranspose_apply, Fin.sum_univ_two] <;> ring
  · ext i j; fin_cases i <;> fin_cases j <;> simp [P, conjTranspose_apply]
  · ext i j; fin_cases i <;> fin_cases j <;> simp [P, mul_apply, Fin.sum_univ_two] <;> ring
  · ext i j; fin_cases i <;> fin_cases j <;> simp [N, P, mul_apply, Fin.sum_univ_two] <;> ring
  · have := congrFun (congrFun h 0) 0
    norm_num [N, conjTranspose_apply, Complex.ext_iff] at this
  · have := congrFun (congrFun h 0) 1
    simp [P] at this
  · have := congrFun (congrFun h 0) 1
    simp [P] at this

end

end NormalSectorDecoupling
```

```lean
#print axioms NormalSectorDecoupling.commute_of_invariant
-- 'NormalSectorDecoupling.commute_of_invariant' depends on axioms: [propext, Classical.choice, Quot.sound]
#print axioms NormalSectorDecoupling.complement_invariant
-- 'NormalSectorDecoupling.complement_invariant' depends on axioms: [propext, Classical.choice, Quot.sound]
#print axioms NormalSectorDecoupling.jordan_block_not_decoupled
-- 'NormalSectorDecoupling.jordan_block_not_decoupled' depends on axioms: [propext, Classical.choice, Quot.sound]
#print axioms NormalSectorDecoupling.oblique_projection_not_decoupled
-- 'NormalSectorDecoupling.oblique_projection_not_decoupled' depends on axioms: [propext, Classical.choice, Quot.sound]
```
